# Unique composition in the variance-constrained semi-grand-canonical potential

## A concave parabola

Let $c$ be the composition of a binary alloy and take the free energy per site $f(c) = -Mc^2/2$ with $M > 0$. Add a field term $\phi c$ and a constraint term $\kappa c^2$:
$$F(c) = \phi c + \left(\kappa - \tfrac{M}{2}\right)c^2 .$$
For $2\kappa < M$, which includes $\kappa = 0$, $F$ is unbounded below. For $2\kappa > M$ it is an upward parabola with the single minimum $c = -\phi/(2\kappa - M)$, which runs downward through all reals as $\phi$ increases. The constraint outweighs the negative curvature, and a lower bound on $f''$ is enough to carry this over to a general $f$.

## Claim and derivation

Let $f:\mathbb{R}\to\mathbb{R}$ be twice differentiable with $f'' \ge -M$. Put $F(c) = f(c) + \phi c + \kappa c^2$, $S(c) = -f'(c) - 2\kappa c$ and $\delta = 2\kappa - M$. If $\delta > 0$, then for every $\phi$ the potential $F$ has exactly one global minimiser $c(\phi)$, it obeys $f'(c(\phi)) = -\phi - 2\kappa c(\phi)$, and $\phi \mapsto c(\phi)$ is a strictly decreasing bijection of $\mathbb{R}$ with inverse $S$.

1. Differentiating, $F'(c) = f'(c) + \phi + 2\kappa c = \phi - S(c)$.
2. The function $f'(c) + Mc$ has derivative $f'' + M \ge 0$, so $f'(a) + Ma \le f'(b) + Mb$ for $a \le b$. Rearranged, $S(b) \le S(a) - \delta(b-a)$.
3. Suppose $S(x) = \phi$ and set $K(y) = F(y) - \tfrac{\delta}{2}(y-x)^2$, so $K'(y) = \phi - S(y) - \delta(y-x)$. For $y \ge x$, step 2 gives $S(y) \le \phi - \delta(y-x)$, so $K'(y) \ge 0$. For $y \le x$ it gives $\phi \le S(y) - \delta(x-y)$, so $K'(y) \le 0$. By the mean value theorem $K(c) - K(x) = K'(\xi)(c-x) \ge 0$ for some $\xi$ between $x$ and $c \ne x$. Hence $F(c) \ge F(x) + \tfrac{\delta}{2}(c-x)^2$.
4. A minimiser has $F'(x) = 0$, that is $S(x) = \phi$. Conversely, for $\delta > 0$ step 3 makes any such $x$ a minimiser.
5. For $\delta > 0$ step 2 makes $S$ strictly decreasing. Given a target value $y$, let $t = |y - S(0)|/\delta$. Then $S(t) \le S(0) - \delta t \le y$ and $S(-t) \ge S(0) + \delta t \ge y$, and the continuous $S$ takes the value $y$.
6. So $S$ is invertible, and $c = S^{-1}$ is strictly decreasing too. For $\phi \le \psi$, step 2 with $a = c(\psi)$, $b = c(\phi)$ reads $\delta\,(c(\phi) - c(\psi)) \le \psi - \phi$.

A composition $x$ lies in the miscibility gap if $x = ta + (1-t)b$ with $0 \le t \le 1$ and $t f(a) + (1-t) f(b) < f(x)$. At $\kappa = 0$ the field term obeys the lever rule exactly, so $tF(a) + (1-t)F(b) < F(x)$. A minimiser would have $F(x) \le F(a)$ and $F(x) \le F(b)$, which is a contradiction for every $\phi$. For $\delta > 0$ the same $x$ is the unique minimiser at $\phi = S(x)$.

For Monte Carlo simulation of alloys this means that, with $2\kappa > M$, a scan over $\phi$ yields $f'$ at every composition, those in the gap included, within a one-variable model that identifies the sampled composition with the minimiser of $F$. Here $f$ stands for the free energy of the simulated cell at fixed composition. In the gap the cell may hold two phases and their interfaces, so $f'$ need not be the slope for a homogeneous alloy.

## A numerical instance

Take $f(c) = c^2(1-c)^2$, with $f' = 2c - 6c^2 + 4c^3$ and $f'' = 3(2c-1)^2 - 1 \ge -1$, so $M = 1$. With $\kappa = 1$, $\delta = 1$. At $x = 1/2$, the top of the barrier, $f' = 0$ and $S = -1$. For $\phi = -1$, $F(1/2) = 1/16 - 1/2 + 1/4 = -3/16$, while $F(0) = F(1) = 0$, above the bound $-3/16 + 1/8 = -1/16$ of step 3. At $x = 1/4$, $f' = 3/16$ and $S = -11/16$. Step 6 with $\phi = -1$, $\psi = -11/16$ reads $1/4 \le 5/16$. These numbers are paper arithmetic, and Lean checks only the curvature bound and the gap of this $f$.

## Formal development

```lean
import Mathlib

open Function

namespace VarianceConstrainedSGC
```

The derivatives `f'` and `f''` are functions of their own, tied to `f` by `HasDerivAt` at every real point. The bound on the curvature is assumed, not derived from a Hamiltonian, and `M` may have either sign.

```lean
/-- The free energy `f` is twice differentiable, with derivatives `f'` and `f''`,
and its curvature is bounded below by `-M`. -/
structure CurvatureBounded (f f' f'' : ℝ → ℝ) (M : ℝ) : Prop where
  first : ∀ c, HasDerivAt f (f' c) c
  second : ∀ c, HasDerivAt f' (f'' c) c
  bound : ∀ c, -M ≤ f'' c
```

The sign convention is $+\phi c$, so a larger $\phi$ favours a smaller $c$. All terms share one energy unit, with any factor of temperature or system size absorbed into `φ` and `κ`. Minimisers are global, over all of $\mathbb{R}$.

```lean
/-- The variance-constrained semi-grand-canonical potential `f(c) + φ c + κ c²`. -/
def potential (f : ℝ → ℝ) (κ φ c : ℝ) : ℝ := f c + φ * c + κ * c ^ 2

/-- The composition `x` is a global minimiser of the potential. -/
def IsMinimiser (f : ℝ → ℝ) (κ φ x : ℝ) : Prop := ∀ c, potential f κ φ x ≤ potential f κ φ c
```

`selectingField f' κ` is $S$.

```lean
/-- The field `-f'(c) - 2κ c` associated with the composition `c`. -/
def selectingField (f' : ℝ → ℝ) (κ c : ℝ) : ℝ := -f' c - 2 * κ * c
```

The gap is the lever-rule condition, with arbitrary real end points `a` and `b`.

```lean
/-- The composition `x` is inside the miscibility gap: some lever-rule mixture of two
compositions with mean `x` has a strictly lower free energy than `f(x)`. -/
def InMiscibilityGap (f : ℝ → ℝ) (x : ℝ) : Prop :=
  ∃ a b t : ℝ, 0 ≤ t ∧ t ≤ 1 ∧ x = t * a + (1 - t) * b ∧ t * f a + (1 - t) * f b < f x

/-- The double-well free energy `c² (1 - c)²`. -/
def doubleWell (c : ℝ) : ℝ := c ^ 2 * (1 - c) ^ 2
```

Step 1 shows a technique worth reusing. The derivative is assembled term by term with `fun_add` and `const_mul`, in whatever form these lemmas produce, and `congr_deriv` then replaces the value by the wanted expression, leaving an identity for `ring`.

```lean
variable {f f' f'' : ℝ → ℝ} {M κ : ℝ}

/-- The slope of the potential at `c` is `φ` minus the selecting field at `c`. -/
theorem hasDerivAt_potential (hf : ∀ c, HasDerivAt f (f' c) c) (κ φ c : ℝ) :
    HasDerivAt (potential f κ φ) (φ - selectingField f' κ c) c := by
  have h2 : HasDerivAt (fun c : ℝ => c ^ 2) (2 * c) c := by simpa using hasDerivAt_pow 2 c
  exact (((hf c).fun_add ((hasDerivAt_id' c).const_mul φ)).fun_add
    (h2.const_mul κ)).congr_deriv (by unfold selectingField; ring)
```

Step 2 holds for any `κ`. Here `hm` is the monotonicity of $f' + Mc$, from `monotone_of_deriv_nonneg`, and the last line rearranges `h1`.

```lean
/-- From `a` to `b ≥ a` the selecting field drops by at least `(2κ - M)(b - a)`. -/
theorem selectingField_drop (h : CurvatureBounded f f' f'' M) (κ : ℝ) {a b : ℝ} (hab : a ≤ b) :
    selectingField f' κ b ≤ selectingField f' κ a - (2 * κ - M) * (b - a) := by
  have hd : ∀ x, HasDerivAt (fun x => f' x + M * x) (f'' x + M) x := fun x =>
    ((h.second x).fun_add ((hasDerivAt_id' x).const_mul M)).congr_deriv (by ring)
  -- `f' + M c` has the nonnegative derivative `f'' + M`
  have hm : Monotone (fun x => f' x + M * x) :=
    monotone_of_deriv_nonneg (fun x => (hd x).differentiableAt)
      (fun x => by rw [(hd x).deriv]; linarith [h.bound x])
  have h1 : f' a + M * a ≤ f' b + M * b := hm hab
  unfold selectingField
  nlinarith
```

In step 3, `hk` is the derivative of $K$. On each side of `x`, `exists_hasDerivAt_eq_slope` supplies $\xi$, `h2` is the sign of $K'(\xi)$, and its product with the interval length closes the goal. No sign of $\delta$ is needed yet.

```lean
/-- If `x` is a stationary point of the potential, then the potential at any `c` is at least
its value at `x` plus `(2κ - M)(c - x)²/2`. -/
theorem quadratic_growth (h : CurvatureBounded f f' f'' M) {φ x : ℝ}
    (hx : selectingField f' κ x = φ) (c : ℝ) :
    potential f κ φ x + (2 * κ - M) / 2 * (c - x) ^ 2 ≤ potential f κ φ c := by
  have hk : ∀ y, HasDerivAt
      (fun y => potential f κ φ y - (2 * κ - M) / 2 * ((y - x) * (y - x)))
      (φ - selectingField f' κ y - (2 * κ - M) * (y - x)) y := by
    intro y
    have h1 := (hasDerivAt_id' y).sub_const x
    exact ((hasDerivAt_potential h.first κ φ y).fun_sub
      ((h1.fun_mul h1).const_mul ((2 * κ - M) / 2))).congr_deriv (by ring)
  -- mean value theorem on either side of `x`
  rcases lt_trichotomy c x with hlt | rfl | hlt
  · obtain ⟨ξ, hξ, he⟩ := exists_hasDerivAt_eq_slope _ _ hlt
      (fun y _ => (hk y).continuousAt.continuousWithinAt) (fun y _ => hk y)
    rw [eq_div_iff (sub_pos.2 hlt).ne'] at he
    have h1 := selectingField_drop h κ hξ.2.le
    have h2 : 0 ≤ -(φ - selectingField f' κ ξ - (2 * κ - M) * (ξ - x)) := by nlinarith
    nlinarith [mul_nonneg h2 (sub_pos.2 hlt).le]
  · simp
  · obtain ⟨ξ, hξ, he⟩ := exists_hasDerivAt_eq_slope _ _ hlt
      (fun y _ => (hk y).continuousAt.continuousWithinAt) (fun y _ => hk y)
    rw [eq_div_iff (sub_pos.2 hlt).ne'] at he
    have h1 := selectingField_drop h κ hξ.1.le
    have h2 : 0 ≤ φ - selectingField f' κ ξ - (2 * κ - M) * (ξ - x) := by nlinarith
    nlinarith [mul_nonneg h2 (sub_pos.2 hlt).le]
```

Step 4 passes from a global to a local minimum and applies `hasDerivAt_eq_zero`. The hypothesis `hκ` enters in the converse, making the quadratic term nonnegative.

```lean
/-- For `2κ > M`, the composition `x` minimises the potential exactly when
`φ = -f'(x) - 2κ x`. -/
theorem isMinimiser_iff (h : CurvatureBounded f f' f'' M) (hκ : M < 2 * κ) (φ x : ℝ) :
    IsMinimiser f κ φ x ↔ selectingField f' κ x = φ := by
  constructor
  · intro hx
    have hl : IsLocalMin (potential f κ φ) x := Filter.Eventually.of_forall hx
    have h0 := hl.hasDerivAt_eq_zero (hasDerivAt_potential h.first κ φ x)
    linarith
  · intro hx c
    have h1 := quadratic_growth h hx c
    have h2 : 0 ≤ (2 * κ - M) / 2 * (c - x) ^ 2 := mul_nonneg (by linarith) (sq_nonneg _)
    linarith
```

In step 5, `h1` and `h2` are step 2 on $[0,t]$ and $[-t,0]$, and `intermediate_value_univ` uses the bracket.

```lean
/-- For `2κ > M` the selecting field is strictly decreasing and takes every real value. -/
theorem selectingField_strictAnti_surjective (h : CurvatureBounded f f' f'' M)
    (hκ : M < 2 * κ) :
    StrictAnti (selectingField f' κ) ∧ Surjective (selectingField f' κ) := by
  have hδ : 0 < 2 * κ - M := by linarith
  constructor
  · intro a b hab
    have h1 := selectingField_drop h κ hab.le
    have h2 := mul_pos hδ (sub_pos.2 hab)
    linarith
  · intro y
    have hc' : Continuous f' := continuous_iff_continuousAt.2 fun x => (h.second x).continuousAt
    have hc : Continuous (selectingField f' κ) := by
      unfold selectingField
      fun_prop
    -- the value `y` is bracketed between the field at `t` and at `-t`
    obtain ⟨t, ht0, ht⟩ : ∃ t, 0 ≤ t ∧ (2 * κ - M) * t = |y - selectingField f' κ 0| :=
      ⟨|y - selectingField f' κ 0| / (2 * κ - M), div_nonneg (abs_nonneg _) hδ.le,
        mul_div_cancel₀ _ hδ.ne'⟩
    have h1 := selectingField_drop h κ ht0
    have h2 := selectingField_drop h κ (neg_nonpos.2 ht0)
    have h3 := le_abs_self (y - selectingField f' κ 0)
    have h4 := neg_abs_le (y - selectingField f' κ 0)
    exact intermediate_value_univ t (-t) hc ⟨by nlinarith, by nlinarith⟩
```

The main theorem gives a function `c` with six properties: `x` is a minimiser at `φ` exactly when `x = c φ`; the stationarity relation; `StrictAnti c`; `Bijective c`; $c(S(x)) = x$; and the inequality of step 6. The proof takes `c` by `choose` from the surjectivity of $S$, so that `hc` says $S(c(\phi)) = \phi$, and injectivity of $S$ gives `hinv`. If $\phi < \psi$ and $c(\phi) \le c(\psi)$, applying $S$ would give $\psi \le \phi$, which proves `hca`.

```lean
/-- For `2κ > M` the potential has, for every `φ`, a unique minimiser `c(φ)`, which obeys
`f'(c) = -φ - 2κ c`. The map `φ ↦ c(φ)` is a strictly decreasing bijection of `ℝ` that inverts
the selecting field, with `(2κ - M)(c(φ) - c(ψ)) ≤ ψ - φ` for `φ ≤ ψ`. -/
theorem vcsgc_composition (h : CurvatureBounded f f' f'' M) (hκ : M < 2 * κ) :
    ∃ c : ℝ → ℝ, (∀ φ x, IsMinimiser f κ φ x ↔ x = c φ) ∧
      (∀ φ, f' (c φ) = -φ - 2 * κ * c φ) ∧ StrictAnti c ∧ Bijective c ∧
      (∀ x, c (selectingField f' κ x) = x) ∧
      (∀ φ ψ, φ ≤ ψ → (2 * κ - M) * (c φ - c ψ) ≤ ψ - φ) := by
  obtain ⟨hanti, hsurj⟩ := selectingField_strictAnti_surjective h hκ
  have hs : ∀ φ, ∃ x, selectingField f' κ x = φ := hsurj
  choose c hc using hs
  have hinv : ∀ x, c (selectingField f' κ x) = x := fun x => hanti.injective (hc _)
  have hca : StrictAnti c := by
    intro φ ψ hlt
    by_contra hn
    have h1 := hanti.antitone (not_lt.1 hn)
    rw [hc, hc] at h1
    linarith
  refine ⟨c, fun φ x => ?_, fun φ => ?_, hca, ⟨hca.injective, fun x => ⟨_, hinv x⟩⟩, hinv,
    fun φ ψ hle => ?_⟩
  · rw [isMinimiser_iff h hκ]
    constructor
    · intro hx
      rw [← hx, hinv]
    · intro hx
      rw [hx, hc]
  · have h1 := hc φ
    unfold selectingField at h1
    linarith
  · have h1 := selectingField_drop h κ (hca.antitone hle)
    rw [hc, hc] at h1
    linarith
```

The statement concerns a function of one real variable. The composition is not confined to $[0,1]$, and a free energy whose slope diverges at the pure ends, as with ideal mixing entropy, does not satisfy `CurvatureBounded`. Fluctuations about the minimiser, microstructure and the Monte Carlo sampling itself are not modelled.

For the gap, `ha` and `hb` are the two minimiser inequalities weighted by $t$ and $1-t$. This half uses neither `h` nor `hκ`. The second half combines step 4 with injectivity of $S$.

```lean
/-- A composition `x` inside the miscibility gap minimises the potential with `κ = 0` for no
`φ`, but for `2κ > M` it is the unique minimiser at `φ = -f'(x) - 2κ x`. -/
theorem reaches_miscibility_gap (h : CurvatureBounded f f' f'' M) (hκ : M < 2 * κ) {x : ℝ}
    (hx : InMiscibilityGap f x) :
    (∀ φ, ¬ IsMinimiser f 0 φ x) ∧
      ∀ y, IsMinimiser f κ (selectingField f' κ x) y ↔ y = x := by
  constructor
  · intro φ hm
    obtain ⟨a, b, t, h0, h1, rfl, hlt⟩ := hx
    -- the linear term obeys the lever rule, so the mixture would beat the minimiser
    have ha := mul_le_mul_of_nonneg_left (hm a) h0
    have hb := mul_le_mul_of_nonneg_left (hm b) (sub_nonneg.2 h1)
    unfold potential at ha hb
    nlinarith
  · intro y
    rw [isMinimiser_iff h hκ]
    exact (selectingField_strictAnti_surjective h hκ).1.injective.eq_iff
```

The parabola shows that the threshold is sharp over the whole class of free energies with $f'' \ge -M$, which is weaker than necessity for each $f$. Let $\phi \ne 0$. If $x$ were a minimiser with $2\kappa \le M$, then $F(x+1) + F(x-1) - 2F(x) = 2\kappa - M \ge 0$ forces $M = 2\kappa$ (`hM`). Then $F(c) = \phi c$ and $F(x-\phi) - F(x) = -\phi^2 < 0$, a contradiction. The case $\phi = 0$ is excluded because at $2\kappa = M$ it gives $F = 0$, where every $x$ is a minimiser.

```lean
/-- The free energy `-M c²/2` has curvature bounded below by `-M`, and for `2κ ≤ M` and
`φ ≠ 0` its potential has no minimiser. -/
theorem threshold_sharp (hκ : 2 * κ ≤ M) {φ : ℝ} (hφ : φ ≠ 0) :
    CurvatureBounded (fun c => -M / 2 * c ^ 2) (fun c => -M * c) (fun _ => -M) M ∧
      ∀ x, ¬ IsMinimiser (fun c => -M / 2 * c ^ 2) κ φ x := by
  refine ⟨⟨fun c => ?_, fun c => ?_, fun _ => le_rfl⟩, fun x hm => ?_⟩
  · have h2 : HasDerivAt (fun c : ℝ => c ^ 2) (2 * c) c := by simpa using hasDerivAt_pow 2 c
    exact (h2.const_mul (-M / 2)).congr_deriv (by ring)
  · exact ((hasDerivAt_id' c).const_mul (-M)).congr_deriv (by ring)
  · have h1 := hm (x + 1)
    have h2 := hm (x - 1)
    have h3 := hm (x - φ)
    simp only [potential] at h1 h2 h3
    have hM : M = 2 * κ := by nlinarith
    rw [hM] at h3
    nlinarith [mul_self_pos.2 hφ]
```

For the double well the curvature bound comes from `sq_nonneg (2 * c - 1)`. The gap uses $a = 1$, $b = 0$, $t = x$: the chord has height zero, and $f(x) > 0$ for $0 < x < 1$.

```lean
/-- The double well has curvature bounded below by `-1`, and every composition strictly
between `0` and `1` lies inside its miscibility gap. -/
theorem doubleWell_witness :
    CurvatureBounded doubleWell (fun c => 2 * c - 6 * c ^ 2 + 4 * c ^ 3)
      (fun c => 2 - 12 * c + 12 * c ^ 2) 1 ∧
      ∀ x, 0 < x → x < 1 → InMiscibilityGap doubleWell x := by
  have h2 : ∀ c : ℝ, HasDerivAt (fun c : ℝ => c ^ 2) (2 * c) c := fun c => by
    simpa using hasDerivAt_pow 2 c
  have h3 : ∀ c : ℝ, HasDerivAt (fun c : ℝ => c ^ 3) (3 * c ^ 2) c := fun c => by
    simpa using hasDerivAt_pow 3 c
  have h4 : ∀ c : ℝ, HasDerivAt (fun c : ℝ => c ^ 4) (4 * c ^ 3) c := fun c => by
    simpa using hasDerivAt_pow 4 c
  have he : doubleWell = fun c => c ^ 2 - 2 * c ^ 3 + c ^ 4 := by
    funext c
    unfold doubleWell
    ring
  refine ⟨⟨fun c => ?_, fun c => ?_, fun c => ?_⟩, fun x h0 h1 => ?_⟩
  · rw [he]
    exact (((h2 c).fun_sub ((h3 c).const_mul 2)).fun_add (h4 c)).congr_deriv (by ring)
  · exact ((((hasDerivAt_id' c).const_mul 2).fun_sub ((h2 c).const_mul 6)).fun_add
      ((h3 c).const_mul 4)).congr_deriv (by ring)
  · nlinarith [sq_nonneg (2 * c - 1)]
  · refine ⟨1, 0, x, h0.le, h1.le, by ring, ?_⟩
    have h5 := mul_pos (pow_pos h0 2) (pow_pos (sub_pos.2 h1) 2)
    unfold doubleWell
    nlinarith

end VarianceConstrainedSGC
```

```lean
#print axioms VarianceConstrainedSGC.vcsgc_composition
#print axioms VarianceConstrainedSGC.reaches_miscibility_gap
#print axioms VarianceConstrainedSGC.threshold_sharp
```

```
'VarianceConstrainedSGC.vcsgc_composition' depends on axioms: [propext, Classical.choice, Quot.sound]
'VarianceConstrainedSGC.reaches_miscibility_gap' depends on axioms: [propext, Classical.choice, Quot.sound]
'VarianceConstrainedSGC.threshold_sharp' depends on axioms: [propext, Classical.choice, Quot.sound]
```
